# The CCSD one-particle density has trace n when the reference holds n particles and the left state has unit overlap with it

## A dipole moment that depends on the origin

Suppose the computed electron density of a neutral molecule integrates to \(n+\delta\) instead of the electron number \(n\). Moving the origin by \(\mathbf R\) then changes the dipole moment by \(\delta\,\mathbf R\) in atomic units, so the dipole has no definite value.

Coupled-cluster theory gives cause to check this. Its density is taken between a left and a right state that are not adjoints of each other:

\[
\gamma_{pq}=l\,e^{-T}a_p^\dagger a_q\,e^{T}\varphi .
\]

Here \(a_q\) annihilates an electron in spin orbital \(q\), \(a_p^\dagger\) creates one in \(p\), \(\varphi\) is the reference state, \(T\) is the cluster operator and \(l\) is a row vector. In the coupled-cluster Lagrangian \(l=\langle\varphi|(1+\Lambda)\), where \(\Lambda\) contains de-excitations weighted by the multipliers. Since \(\langle\varphi|\Lambda|\varphi\rangle=0\), a normalised reference gives \(l\varphi=1\). The spin orbitals are taken to be orthonormal, so the electron density integrates to \(\operatorname{tr}\gamma\).

## Particle number in, trace out

Let \(N=\sum_p a_p^\dagger a_p\). The theorem `trace_oneDensity` says that if the \(a_p\) obey the canonical anticommutation relations (CAR), \(N\varphi=n\varphi\) and \(l\varphi=1\), then \(\operatorname{tr}\gamma=n\) for every singles-and-doubles \(T\). Two further theorems concern the two-particle density

\[
\Gamma_{pqrs}=l\,e^{-T}a_p^\dagger a_q^\dagger a_s a_r\,e^{T}\varphi :
\]

its partial trace is \((n-1)\gamma\), and its full trace is \(n(n-1)\).

In Lean, the finite type `ι` labels spin orbitals and the finite type `m` labels basis states of the Fock space. The operators are complex matrices, `ᴴ` is the adjoint, and `IsCAR` holds the anticommutation relations. Some conventions differ from textbook use:

- The letter `a` always names the annihilators, so the created orbitals in `clusterOp` are `c` and `d`, not \(a\) and \(b\).
- The doubles sum has no prefactor \(1/4\); it is absorbed in `t₂`.
- Amplitudes run over all orbitals. The usual \(T\) sets those that are not occupied-to-virtual to zero.
- The product `l ⬝ᵥ φ` conjugates nothing, so `l` lists the components of the bra as they stand.
- The number `n` is declared complex; for nonzero \(\varphi\) the eigenvalue equation fixes its value.

No amplitude or multiplier equation is assumed. That \(\gamma\) is the derivative of the energy with respect to the one-electron integrals, at fixed orbitals, requires solved equations and is not proved here. In a finite orbital basis, a CCSD program can therefore compare \(\operatorname{tr}\gamma\) with the electron number even before its iterations converge.

## Moving N through the exponential

The CAR are \(a_pa_q+a_qa_p=0\) and \(a_pa_q^\dagger+a_q^\dagger a_p=\delta_{pq}\). They give

\[
a_p^\dagger a_pa_q=-a_p^\dagger a_qa_p=-(\delta_{pq}-a_qa_p^\dagger)a_p=a_qa_p^\dagger a_p-\delta_{pq}a_p .
\]

Summing over \(p\), and then taking the adjoint with \(N^\dagger=N\), yields

\[
Na_q=a_qN-a_q,\qquad Na_q^\dagger=a_q^\dagger N+a_q^\dagger .
\]

For a single excitation the two shifts cancel:

\[
Na_c^\dagger a_i=a_c^\dagger Na_i+a_c^\dagger a_i=a_c^\dagger a_iN-a_c^\dagger a_i+a_c^\dagger a_i=a_c^\dagger a_iN .
\]

In \(a_c^\dagger a_d^\dagger a_ja_i\), two creators add \(2\) and two annihilators subtract \(2\). Hence \(N\) commutes with \(T\), with each power of \(T\), and with \(e^T\).

Write \(\langle X\rangle=l\,e^{-T}Xe^{T}\varphi\). Then

\[
\langle XN\rangle=l\,e^{-T}Xe^{T}N\varphi=n\langle X\rangle,\qquad \langle 1\rangle=l\varphi=1,
\]

and therefore \(\operatorname{tr}\gamma=\sum_p\langle a_p^\dagger a_p\rangle=\langle N\rangle=n\).

For the two-particle density,

\[
\sum_r\Gamma_{prqr}=\langle a_p^\dagger Na_q\rangle=\langle a_p^\dagger a_q(N-1)\rangle=(n-1)\gamma_{pq}.
\]

This contraction does not use \(l\varphi=1\). Setting \(q=p\) and summing does use it, through \(\operatorname{tr}\gamma=n\), and gives \(n(n-1)\).

## One electron in two orbitals

Number the orbitals 0 and 1, and let \(\varphi=|10\rangle\) have orbital 0 occupied. Take \(T=t\,a_1^\dagger a_0\) and \(l=\langle10|+x\langle01|\). Since \(T^2=0\),

\[
e^T\varphi=|10\rangle+t|01\rangle,\qquad l\,e^{-T}=(1-tx)\langle10|+x\langle01| ,
\]

\[
\gamma=\begin{pmatrix}1-tx & t(1-tx)\\ x & tx\end{pmatrix}.
\]

For \(t=2\), \(x=1\) this is \(\begin{pmatrix}-1&-2\\1&2\end{pmatrix}\). The trace is 1, as it must be, although the matrix is not Hermitian and its diagonal entries are impossible as occupations. The two values were chosen freely and are not a converged result: for a Hermitian Hamiltonian and a nondegenerate energy, the solved equations give \(x=\bar t/(1+|t|^2)\) here, and \(\gamma\) is then Hermitian with diagonal entries between 0 and 1. A correct trace does not certify a sensible density.

Now omit the 1 in \(1+\Lambda\), so that \(l=x\langle01|\) and \(l\varphi=0\). The diagonal becomes \(-tx,\ tx\), and the trace is 0 although \(n=1\). Without the condition \(l\varphi=1\), the derivation above gives \(\operatorname{tr}\gamma=n\,l\varphi\).

## The Lean file

```lean
import Mathlib

open Matrix

namespace CoupledClusterDensity

noncomputable section

variable {ι m : Type*} [Fintype ι] [DecidableEq ι] [Fintype m] [DecidableEq m]

/-- The canonical anticommutation relations for annihilation matrices `a p`, with the
conjugate transposes as creation matrices. -/
structure IsCAR (a : ι → Matrix m m ℂ) : Prop where
  anti : ∀ p q, a p * a q + a q * a p = 0
  mixed : ∀ p q, a p * (a q)ᴴ + (a q)ᴴ * a p = if p = q then 1 else 0

/-- The particle-number operator `N = ∑ a_p† a_p`. -/
def numberOp (a : ι → Matrix m m ℂ) : Matrix m m ℂ := ∑ p, (a p)ᴴ * a p

/-- The cluster operator with singles amplitudes `t₁` and doubles amplitudes `t₂`.
The amplitudes carry general orbital indices. -/
def clusterOp (a : ι → Matrix m m ℂ) (t₁ : ι → ι → ℂ) (t₂ : ι → ι → ι → ι → ℂ) :
    Matrix m m ℂ :=
  (∑ c, ∑ i, t₁ c i • ((a c)ᴴ * a i)) +
    ∑ c, ∑ d, ∑ i, ∑ j, t₂ c d i j • ((a c)ᴴ * (a d)ᴴ * a j * a i)

/-- The coupled-cluster expectation value `l exp(-T) X exp(T) φ` of an operator `X`. -/
def ccExpect (T : Matrix m m ℂ) (l φ : m → ℂ) (X : Matrix m m ℂ) : ℂ :=
  l ⬝ᵥ ((NormedSpace.exp (-T) * X * NormedSpace.exp T) *ᵥ φ)

/-- The one-particle density `γ_pq = l exp(-T) a_p† a_q exp(T) φ`. -/
def oneDensity (a : ι → Matrix m m ℂ) (T : Matrix m m ℂ) (l φ : m → ℂ) : Matrix ι ι ℂ :=
  Matrix.of fun p q => ccExpect T l φ ((a p)ᴴ * a q)

/-- The two-particle density `Γ_pqrs = l exp(-T) a_p† a_q† a_s a_r exp(T) φ`. -/
def twoDensity (a : ι → Matrix m m ℂ) (T : Matrix m m ℂ) (l φ : m → ℂ) (p q r s : ι) : ℂ :=
  ccExpect T l φ ((a p)ᴴ * (a q)ᴴ * a s * a r)

/-- Under the CAR an annihilator lowers the particle number by one: `N a_q = a_q N - a_q`. -/
theorem number_mul_annihilate {a : ι → Matrix m m ℂ} (hc : IsCAR a) (q : ι) :
    numberOp a * a q = a q * numberOp a - a q := by
  have h : ∀ p, (a p)ᴴ * a p * a q
      = a q * ((a p)ᴴ * a p) - (if q = p then 1 else 0) * a p := by
    intro p
    rw [← hc.mixed q p]
    linear_combination (norm := noncomm_ring) (a p)ᴴ * hc.anti p q
  unfold numberOp
  rw [Matrix.sum_mul, Matrix.mul_sum, Finset.sum_congr rfl (fun p _ => h p),
    Finset.sum_sub_distrib]
  simp only [ite_mul, one_mul, zero_mul, Finset.sum_ite_eq, Finset.mem_univ, if_true]

/-- Under the CAR a creator raises the particle number by one: `N a_q† = a_q† N + a_q†`. -/
theorem number_mul_create {a : ι → Matrix m m ℂ} (hc : IsCAR a) (q : ι) :
    numberOp a * (a q)ᴴ = (a q)ᴴ * numberOp a + (a q)ᴴ := by
  have hN : (numberOp a)ᴴ = numberOp a := by
    simp [numberOp, Matrix.conjTranspose_sum, Matrix.conjTranspose_mul]
  -- the adjoint of the relation for the annihilator
  have h := congrArg Matrix.conjTranspose (number_mul_annihilate hc q)
  rw [Matrix.conjTranspose_mul, Matrix.conjTranspose_sub, Matrix.conjTranspose_mul, hN] at h
  rw [h, sub_add_cancel]

/-- Under the CAR the particle number commutes with the singles-and-doubles cluster operator. -/
theorem number_commute_cluster {a : ι → Matrix m m ℂ} (hc : IsCAR a)
    (t₁ : ι → ι → ℂ) (t₂ : ι → ι → ι → ι → ℂ) :
    Commute (numberOp a) (clusterOp a t₁ t₂) := by
  have hA := number_mul_annihilate hc
  have hC := number_mul_create hc
  -- each string has as many creators as annihilators
  have h1 : ∀ c i, Commute (numberOp a) ((a c)ᴴ * a i) := by
    intro c i
    show numberOp a * ((a c)ᴴ * a i) = (a c)ᴴ * a i * numberOp a
    linear_combination (norm := noncomm_ring) hC c * a i + (a c)ᴴ * hA i
  have h2 : ∀ c d i j, Commute (numberOp a) ((a c)ᴴ * (a d)ᴴ * a j * a i) := by
    intro c d i j
    have h := (h1 c i).eq
    show numberOp a * ((a c)ᴴ * (a d)ᴴ * a j * a i)
      = (a c)ᴴ * (a d)ᴴ * a j * a i * numberOp a
    linear_combination (norm := noncomm_ring) hC c * ((a d)ᴴ * a j * a i)
      + (a c)ᴴ * hC d * (a j * a i) + (a c)ᴴ * (a d)ᴴ * hA j * a i
      + (a c)ᴴ * (a d)ᴴ * a j * hA i
  unfold clusterOp
  refine Commute.add_right ?_ ?_
  · exact Commute.sum_right _ _ _ fun c _ => Commute.sum_right _ _ _ fun i _ =>
      (h1 c i).smul_right _
  · exact Commute.sum_right _ _ _ fun c _ => Commute.sum_right _ _ _ fun d _ =>
      Commute.sum_right _ _ _ fun i _ => Commute.sum_right _ _ _ fun j _ =>
        (h2 c d i j).smul_right _

omit [Fintype ι] in
/-- The coupled-cluster expectation value is additive over finite sums of operators. -/
theorem ccExpect_sum (T : Matrix m m ℂ) (l φ : m → ℂ) (s : Finset ι)
    (f : ι → Matrix m m ℂ) :
    ∑ i ∈ s, ccExpect T l φ (f i) = ccExpect T l φ (∑ i ∈ s, f i) := by
  induction s using Finset.induction_on with
  | empty => simp [ccExpect]
  | insert i s hi ih =>
    rw [Finset.sum_insert hi, Finset.sum_insert hi, ih]
    simp only [ccExpect, Matrix.mul_add, Matrix.add_mul, Matrix.add_mulVec, dotProduct_add]

/-- If `N` commutes with `T` and `N φ = n φ`, then a factor `N` on the right of an operator
contributes the factor `n` to its coupled-cluster expectation value. -/
theorem ccExpect_mul_number {N T : Matrix m m ℂ} (hT : Commute N T) {φ : m → ℂ} {n : ℂ}
    (hφ : N *ᵥ φ = n • φ) (l : m → ℂ) (X : Matrix m m ℂ) :
    ccExpect T l φ (X * N) = n * ccExpect T l φ X := by
  have hE : N * NormedSpace.exp T = NormedSpace.exp T * N := hT.exp_right.eq
  -- move `N` through `exp T` onto the reference state
  have h : NormedSpace.exp (-T) * (X * N) * NormedSpace.exp T
      = NormedSpace.exp (-T) * X * NormedSpace.exp T * N := by
    simp only [Matrix.mul_assoc, hE]
  unfold ccExpect
  rw [h, ← Matrix.mulVec_mulVec, hφ, Matrix.mulVec_smul, dotProduct_smul, smul_eq_mul]

/-- Under the CAR, if `N φ = n φ` and `l φ = 1`, the coupled-cluster one-particle density
has trace `n`. -/
theorem trace_oneDensity {a : ι → Matrix m m ℂ} (hc : IsCAR a)
    (t₁ : ι → ι → ℂ) (t₂ : ι → ι → ι → ι → ℂ) {l φ : m → ℂ} {n : ℂ}
    (hφ : numberOp a *ᵥ φ = n • φ) (hl : l ⬝ᵥ φ = 1) :
    (oneDensity a (clusterOp a t₁ t₂) l φ).trace = n := by
  have hT := number_commute_cluster hc t₁ t₂
  generalize clusterOp a t₁ t₂ = T at hT ⊢
  have hinv : NormedSpace.exp (-T) * NormedSpace.exp T = 1 := by
    rw [← Matrix.exp_add_of_commute (-T) T (Commute.refl T).neg_left, neg_add_cancel,
      NormedSpace.exp_zero]
  have hone : ccExpect T l φ 1 = 1 := by
    rw [ccExpect, Matrix.mul_one, hinv, Matrix.one_mulVec, hl]
  have hN : ∑ p, (a p)ᴴ * a p = 1 * numberOp a := by
    rw [Matrix.one_mul, numberOp]
  simp only [Matrix.trace, Matrix.diag_apply, oneDensity, Matrix.of_apply]
  rw [ccExpect_sum, hN, ccExpect_mul_number hT hφ, hone, mul_one]

/-- Under the CAR, if `N φ = n φ`, tracing out one particle of the coupled-cluster
two-particle density leaves `n - 1` times the one-particle density. -/
theorem twoDensity_contraction {a : ι → Matrix m m ℂ} (hc : IsCAR a)
    (t₁ : ι → ι → ℂ) (t₂ : ι → ι → ι → ι → ℂ) (l : m → ℂ) {φ : m → ℂ} {n : ℂ}
    (hφ : numberOp a *ᵥ φ = n • φ) (p q : ι) :
    ∑ r, twoDensity a (clusterOp a t₁ t₂) l φ p r q r
      = (n - 1) * oneDensity a (clusterOp a t₁ t₂) l φ p q := by
  have hT := number_commute_cluster hc t₁ t₂
  -- the inner pair sums to `N`, which then moves past `a q`
  have hX : (∑ r, (a p)ᴴ * (a r)ᴴ * a r * a q) + (a p)ᴴ * a q
      = (a p)ᴴ * a q * numberOp a := by
    have h : ∑ r, (a p)ᴴ * (a r)ᴴ * a r * a q = (a p)ᴴ * numberOp a * a q := by
      simp only [numberOp, Matrix.mul_sum, Matrix.sum_mul, Matrix.mul_assoc]
    rw [h]
    linear_combination (norm := noncomm_ring) (a p)ᴴ * number_mul_annihilate hc q
  have h := ccExpect_mul_number hT hφ l ((a p)ᴴ * a q)
  rw [← hX] at h
  have hadd : ∀ X Y, ccExpect (clusterOp a t₁ t₂) l φ (X + Y)
      = ccExpect (clusterOp a t₁ t₂) l φ X + ccExpect (clusterOp a t₁ t₂) l φ Y := by
    intro X Y
    simp only [ccExpect, Matrix.mul_add, Matrix.add_mul, Matrix.add_mulVec, dotProduct_add]
  rw [hadd] at h
  simp only [twoDensity, oneDensity, Matrix.of_apply]
  rw [ccExpect_sum]
  linear_combination h

/-- Under the CAR, if `N φ = n φ` and `l φ = 1`, the full trace of the coupled-cluster
two-particle density is `n (n - 1)`. -/
theorem trace_twoDensity {a : ι → Matrix m m ℂ} (hc : IsCAR a)
    (t₁ : ι → ι → ℂ) (t₂ : ι → ι → ι → ι → ℂ) {l φ : m → ℂ} {n : ℂ}
    (hφ : numberOp a *ᵥ φ = n • φ) (hl : l ⬝ᵥ φ = 1) :
    ∑ p, ∑ r, twoDensity a (clusterOp a t₁ t₂) l φ p r p r = n * (n - 1) := by
  have h := trace_oneDensity hc t₁ t₂ hφ hl
  simp only [Matrix.trace, Matrix.diag_apply] at h
  simp only [twoDensity_contraction hc t₁ t₂ l hφ]
  rw [← Finset.mul_sum, h, mul_comm]

/-- Jordan-Wigner annihilation matrices of two orbitals, in the occupation basis
`00, 01, 10, 11`. -/
def twoMode : Fin 2 → Matrix (Fin 4) (Fin 4) ℂ :=
  ![!![0, 0, 1, 0; 0, 0, 0, 1; 0, 0, 0, 0; 0, 0, 0, 0],
    !![0, 1, 0, 0; 0, 0, 0, 0; 0, 0, 0, -1; 0, 0, 0, 0]]

/-- The two-orbital matrices obey the CAR, the state `10` has particle number one, and the
left state with any component `x` on `01` and component one on `10` is normalised against it. -/
theorem twoMode_witness :
    IsCAR twoMode ∧
    numberOp twoMode *ᵥ ![0, 0, 1, 0] = (1 : ℂ) • ![0, 0, 1, 0] ∧
    ∀ x : ℂ, ![0, x, 1, 0] ⬝ᵥ ![0, 0, 1, 0] = 1 := by
  refine ⟨⟨?_, ?_⟩, ?_, ?_⟩
  · intro p q
    fin_cases p <;> fin_cases q <;> ext i j <;> fin_cases i <;> fin_cases j <;>
      simp [twoMode]
  · intro p q
    ext i j
    -- expand the entries before inserting the explicit matrices
    simp only [Matrix.add_apply, Matrix.mul_apply, Matrix.conjTranspose_apply,
      Fin.sum_univ_four]
    fin_cases p <;> fin_cases q <;> fin_cases i <;> fin_cases j <;> simp [twoMode]
  · ext i
    fin_cases i <;>
      simp [numberOp, twoMode, Matrix.mulVec, dotProduct, Matrix.mul_apply,
        Fin.sum_univ_four, Fin.sum_univ_two]
  · intro x
    simp [dotProduct, Fin.sum_univ_four]

end

end CoupledClusterDensity
```

```lean
#print axioms CoupledClusterDensity.trace_oneDensity
#print axioms CoupledClusterDensity.trace_twoDensity
```

```
'CoupledClusterDensity.trace_oneDensity' depends on axioms: [propext, Classical.choice, Quot.sound]
'CoupledClusterDensity.trace_twoDensity' depends on axioms: [propext, Classical.choice, Quot.sound]
```

## From anticommutators to traces in Lean

`number_mul_annihilate` proves the relation for each \(p\) first. It replaces the Kronecker delta by the mixed anticommutator, and `linear_combination` then multiplies `hc.anti p q` by \(a_p^\dagger\) from the left. The normaliser `noncomm_ring` keeps the order of the factors. `number_mul_create` takes the conjugate transpose of the result.

In `number_commute_cluster`, the facts `h1` and `h2` treat one single and one double string. Each term given to `linear_combination` moves \(N\) past one more operator. Closure of `Commute` under scalar multiples and sums extends this to \(T\).

`ccExpect_sum` exchanges the expectation value with a finite sum, by induction on the set of summands. `ccExpect_mul_number` is the rule \(\langle XN\rangle=n\langle X\rangle\): `hT.exp_right` supplies the commutation with \(e^T\), and `hφ` replaces \(N\varphi\) by \(n\varphi\).

`trace_oneDensity` obtains \(e^{-T}e^T=1\) in `hinv` and \(\langle1\rangle=1\) in `hone`, then applies the rule with \(X=1\). In `twoDensity_contraction`, `hX` states the operator identity as a sum, \(\sum_r a_p^\dagger a_r^\dagger a_ra_q+a_p^\dagger a_q=a_p^\dagger a_qN\), and the final `linear_combination` moves the extra term across. `trace_twoDensity` sums the diagonal of that contraction and inserts the first trace.

`twoMode_witness` verifies entry by entry that the two-orbital matrices, \(\varphi=|10\rangle\) and the left state with any \(x\) satisfy the hypotheses. The explicit \(\gamma\) of the example was worked out separately from the Lean code.
